# Nondegenerate modes of a real symmetric dynamical matrix carry no phonon angular momentum

A harmonic phonon calculation with a real symmetric dynamical matrix can set the phonon angular momentum to zero for every nondegenerate eigenvalue, and needs to examine only the degenerate ones. This step rests on a more general fact: in a nondegenerate mode every real antisymmetric matrix has vanishing expectation value. Conversely, an eigenvalue is nondegenerate if all real antisymmetric matrices, and not only the angular momentum, have vanishing expectation value in all of its modes.

## Modes with complex amplitudes

Let $D$ be the mass-weighted dynamical matrix of a finite cluster, or of a crystal at zero wavevector. It is real and symmetric. Its indices $i, j$ run over the displacement coordinates, three for each atom. A mode with squared frequency $w$ is a complex amplitude vector $e$ that satisfies the secular equation

$$\sum_j D_{ij}\, e_j = w\, e_i .$$

Complex amplitudes describe phase differences between coordinates. If the $x$ and $y$ displacements of an atom have equal amplitudes and differ in phase by a quarter period, and its $z$ displacement is zero, the atom moves on a circle. The angular momentum per phonon, in units of $\hbar$ and for normalised $e$, has the components

$$L_a = -i \sum_k \left( e_{k,a+1}^*\, e_{k,a+2} - e_{k,a+2}^*\, e_{k,a+1} \right),$$

where $k$ runs over the atoms and $a$ is a Cartesian index, counted cyclically. Each summand is the expectation value of a real antisymmetric matrix. For a real matrix $A$ write

$$\langle A\rangle_e = \sum_{i,j} e_i^* A_{ij}\, e_j .$$

## The equivalence and its Lean form

The main theorem, `nondegenerate_iff`, says that for real symmetric $D$ and any complex number $w$, the eigenvalue $w$ is nondegenerate if and only if $\langle A\rangle_e = 0$ for every mode $e$ at $w$ and every real antisymmetric $A$.

The Lean objects correspond to the physics as follows.

- The finite type `n` labels the coordinates. In the angular momentum theorem it is `κ × Fin 3`, an atom together with a Cartesian direction.
- `IsMode D w e` is the secular equation. The zero vector satisfies it too, and `w` is complex, so the reality of the squared frequency is proved and not assumed.
- `Nondegenerate D w` says that every mode at `w` is a multiple of any given nonzero mode at `w`. The eigenspace is thus at most one-dimensional. If `w` is not an eigenvalue, both sides of the equivalence are true.
- `expect A e` is $\langle A\rangle_e$ without division by the squared norm. This makes no difference to whether it vanishes.
- `D.IsSymm` and `A.transpose = -A` are the symmetry of $D$ and the antisymmetry of $A$.

The symmetry of $D$ stands for harmonic forces derived from a potential energy. Its reality excludes the complex Hermitian matrices found at a general wavevector, and the model contains no velocity-dependent forces such as those of a magnetic field. In both of these situations a nondegenerate mode may carry angular momentum.

## Nondegenerate modes are their own conjugates up to a factor

If $e = 0$, the expectation value is zero. Let $e$ be a nonzero mode at $w$. Conjugating $\langle D\rangle_e$, exchanging the names of the indices and using $D_{ji} = D_{ij}$ gives

$$\langle D\rangle_e^* = \sum_{i,j} e_i D_{ij}\, e_j^* = \sum_{i,j} e_i^* D_{ji}\, e_j = \langle D\rangle_e .$$

The secular equation gives $\langle D\rangle_e = w \sum_i |e_i|^2$. The sum is real and positive, so $w^* = w$. The conjugate of the secular equation is then

$$\sum_j D_{ij}\, e_j^* = w\, e_i^* ,$$

and $e^*$ is a mode at the same $w$. If $w$ is nondegenerate, there is a number $c$ with $e_i^* = c\, e_i$ for all $i$. For antisymmetric $A$ it follows that

$$\langle A\rangle_e = c \sum_{i,j} e_i A_{ij}\, e_j = c \sum_{i,j} e_j A_{ji}\, e_i = -c \sum_{i,j} e_i A_{ij}\, e_j = -\langle A\rangle_e ,$$

and therefore $\langle A\rangle_e = 0$. In physical terms, $e$ is a real vector times a phase factor, and every atom moves along a straight line.

## Plane rotations detect a degeneracy

For the converse, take as $A$ the generator of rotations in the plane of the coordinates $i$ and $j$, with the matrix elements $\delta_{ai}\delta_{bj} - \delta_{aj}\delta_{bi}$, where $a$ and $b$ are now coordinate indices. Its expectation value in $e$ is $e_i^* e_j - e_j^* e_i$.

Suppose that all these values vanish in all modes at $w$. Let $e \neq 0$ and $f$ be two such modes, and define

$$B_{ij}(g,h) = g_i^* h_j - g_j^* h_i .$$

Then $B_{ij}(g,g) = 0$ for every mode $g$ at $w$. The superpositions $e + f$ and $e + i f$, where the factor $i$ is the imaginary unit, are also modes at $w$. After the terms $B_{ij}(e,e)$ and $B_{ij}(f,f)$ are removed, they give

$$B_{ij}(e,f) + B_{ij}(f,e) = 0, \qquad B_{ij}(e,f) - B_{ij}(f,e) = 0 .$$

Hence $B_{ij}(e,f) = 0$, which means $e_i^* f_j = e_j^* f_i$.

Choose a coordinate $k$ with $e_k \neq 0$. Then $e_k^* f_j = e_j^* f_k$, and $B_{kj}(e,e) = 0$ gives $e_k^* e_j = e_j^* e_k$. Together,

$$e_k^*\, e_k f_j = e_j^*\, e_k f_k = e_k^*\, e_j f_k .$$

Division by $e_k^* e_k$ leaves $f_j = (f_k/e_k)\, e_j$ for every $j$. So $f$ is a multiple of $e$, and $w$ is nondegenerate.

## Linear and circular motion

Each term of $L_a$ is the expectation value of the plane rotation for the coordinates $(k,a+1)$ and $(k,a+2)$. In a nondegenerate mode all these terms vanish, and so do all three components of the angular momentum.

Degenerate modes can behave differently. In suitable units, the 2 by 2 identity matrix describes one atom that moves in a plane and is bound isotropically to a fixed site. Every vector is a mode with $w = 1$. In the circular mode $(1, i)$ the antisymmetric matrix with upper right element $1$ and lower left element $-1$ has the value

$$1\cdot i - (-i)\cdot 1 = 2i .$$

The squared norm is $2$, so the normalised vector gives $i$, and the factor $-i$ turns this into one unit of $\hbar$.

The converse needs rotations that mix coordinates of different atoms. Consider two uncoupled atoms, each bound to its own fixed site by an anisotropic harmonic force, such that the two $x$ displacements have one common eigenvalue, while all other displacements have a different one. The first eigenvalue is twofold degenerate, yet its modes have no angular momentum, because both atoms move along $x$ only.

## The complete Lean file

```lean
import Mathlib

open ComplexConjugate

namespace PhononAngularMomentum

noncomputable section

variable {n : Type*} [Fintype n]

/-- The secular equation: `e` is a complex amplitude vector of the real dynamical matrix `D`
with eigenvalue `w` (the squared frequency). -/
def IsMode (D : Matrix n n ℝ) (w : ℂ) (e : n → ℂ) : Prop :=
  ∀ i, ∑ j, (D i j : ℂ) * e j = w * e i

/-- The eigenvalue `w` is nondegenerate: every mode at `w` is a multiple of any given nonzero
mode at `w`. -/
def Nondegenerate (D : Matrix n n ℝ) (w : ℂ) : Prop :=
  ∀ e f : n → ℂ, IsMode D w e → IsMode D w f → e ≠ 0 → ∃ c : ℂ, ∀ i, f i = c * e i

/-- The expectation value `e* A e` of a real matrix `A` in the amplitude vector `e`. -/
def expect (A : Matrix n n ℝ) (e : n → ℂ) : ℂ :=
  ∑ i, ∑ j, conj (e i) * (A i j : ℂ) * e j

/-- The antisymmetric generator of rotations in the plane of the coordinates `i` and `j`. -/
def planeRotation [DecidableEq n] (i j : n) : Matrix n n ℝ :=
  Matrix.of fun a b => (if a = i then 1 else 0) * (if b = j then 1 else 0)
    - (if a = j then 1 else 0) * (if b = i then 1 else 0)

/-- The phonon angular momentum `-i ∑ e* × e`, summed over the atoms `k`, in units of `ħ` for
normalised `e`; the Cartesian indices `a`, `a + 1`, `a + 2` are cyclic. -/
def angularMomentum {κ : Type*} [Fintype κ] (e : κ × Fin 3 → ℂ) (a : Fin 3) : ℂ :=
  -Complex.I * ∑ k, (conj (e (k, a + 1)) * e (k, a + 2) - conj (e (k, a + 2)) * e (k, a + 1))

/-- The expectation value of a real symmetric matrix is real. -/
theorem expect_real {D : Matrix n n ℝ} (hD : D.IsSymm) (e : n → ℂ) :
    conj (expect D e) = expect D e := by
  unfold expect
  simp only [map_sum, map_mul, Complex.conj_conj, Complex.conj_ofReal]
  rw [Finset.sum_comm]
  refine Finset.sum_congr rfl fun i _ => Finset.sum_congr rfl fun j _ => ?_
  rw [hD.apply i j]
  ring

/-- The eigenvalue of a nonzero mode of a real symmetric dynamical matrix is real. -/
theorem eigenvalue_real {D : Matrix n n ℝ} (hD : D.IsSymm) {w : ℂ} {e : n → ℂ}
    (he : IsMode D w e) (h0 : e ≠ 0) : conj w = w := by
  obtain ⟨k, hk⟩ := Function.ne_iff.mp h0
  have hpos : 0 < ∑ i, Complex.normSq (e i) :=
    Finset.sum_pos' (fun i _ => Complex.normSq_nonneg _)
      ⟨k, Finset.mem_univ k, Complex.normSq_pos.2 hk⟩
  have hN : ((∑ i, Complex.normSq (e i) : ℝ) : ℂ) ≠ 0 :=
    Complex.ofReal_ne_zero.2 hpos.ne'
  -- the expectation value of `D` is `w` times the squared norm
  have hS : expect D e = w * ((∑ i, Complex.normSq (e i) : ℝ) : ℂ) := by
    unfold expect
    rw [Complex.ofReal_sum, Finset.mul_sum]
    refine Finset.sum_congr rfl fun i _ => ?_
    calc ∑ j, conj (e i) * (D i j : ℂ) * e j = conj (e i) * ∑ j, (D i j : ℂ) * e j := by
          rw [Finset.mul_sum]
          exact Finset.sum_congr rfl fun j _ => by ring
      _ = w * (Complex.normSq (e i) : ℂ) := by
          rw [he i, Complex.normSq_eq_conj_mul_self]
          ring
  have h := expect_real hD e
  rw [hS, map_mul, Complex.conj_ofReal] at h
  exact mul_right_cancel₀ hN h

/-- For a real symmetric dynamical matrix, the complex conjugate of a nonzero mode is a mode with
the same eigenvalue. -/
theorem conj_isMode {D : Matrix n n ℝ} (hD : D.IsSymm) {w : ℂ} {e : n → ℂ}
    (he : IsMode D w e) (h0 : e ≠ 0) : IsMode D w (fun i => conj (e i)) := by
  intro i
  have h := congrArg conj (he i)
  simp only [map_sum, map_mul, Complex.conj_ofReal, eigenvalue_real hD he h0] at h
  exact h

/-- In a mode of a real symmetric dynamical matrix with nondegenerate eigenvalue, every real
antisymmetric matrix has vanishing expectation value. -/
theorem expect_eq_zero {D : Matrix n n ℝ} (hD : D.IsSymm) {w : ℂ} (hw : Nondegenerate D w)
    {e : n → ℂ} (he : IsMode D w e) {A : Matrix n n ℝ} (hA : A.transpose = -A) :
    expect A e = 0 := by
  by_cases h0 : e = 0
  · simp [expect, h0]
  -- the conjugate mode is proportional to the mode itself
  obtain ⟨c, hc⟩ := hw e _ he (conj_isMode hD he h0) h0
  have hA' : ∀ i j, A j i = -A i j := fun i j => congrFun (congrFun hA i) j
  have hs : expect A e = -expect A e := by
    calc expect A e = ∑ i, ∑ j, conj (e j) * (A j i : ℂ) * e i := by
          unfold expect
          exact Finset.sum_comm
      _ = ∑ i, ∑ j, -(conj (e i) * (A i j : ℂ) * e j) := by
          refine Finset.sum_congr rfl fun i _ => Finset.sum_congr rfl fun j _ => ?_
          have hi : conj (e i) = c * e i := hc i
          have hj : conj (e j) = c * e j := hc j
          rw [hi, hj, hA' i j, Complex.ofReal_neg]
          ring
      _ = -expect A e := by simp only [expect, Finset.sum_neg_distrib]
  linear_combination (1 / 2 : ℂ) * hs

omit [Fintype n] in
/-- The generator of rotations in a coordinate plane is antisymmetric. -/
theorem planeRotation_antisymm [DecidableEq n] (i j : n) :
    (planeRotation i j).transpose = -planeRotation i j := by
  ext a b
  simp only [planeRotation, Matrix.transpose_apply, Matrix.neg_apply, Matrix.of_apply]
  ring

/-- The expectation value of a plane rotation generator is `eᵢ* eⱼ - eⱼ* eᵢ`. -/
theorem expect_planeRotation [DecidableEq n] (i j : n) (e : n → ℂ) :
    expect (planeRotation i j) e = conj (e i) * e j - conj (e j) * e i := by
  have key : ∀ k l : n, ∑ a, ∑ b, conj (e a) *
      ((if a = k then (1 : ℂ) else 0) * (if b = l then 1 else 0)) * e b = conj (e k) * e l := by
    intro k l
    refine (Finset.sum_eq_single k ?_ ?_).trans ?_
    · intro a _ ha
      simp [ha]
    · simp
    · refine (Finset.sum_eq_single l ?_ ?_).trans ?_
      · intro b _ hb
        simp [hb]
      · simp
      · simp
  rw [← key i j, ← key j i]
  simp only [expect, ← Finset.sum_sub_distrib]
  refine Finset.sum_congr rfl fun a _ => Finset.sum_congr rfl fun b _ => ?_
  have h : ((planeRotation i j a b : ℝ) : ℂ) =
      (if a = i then 1 else 0) * (if b = j then 1 else 0)
        - (if a = j then 1 else 0) * (if b = i then 1 else 0) := by
    simp only [planeRotation, Matrix.of_apply]
    split_ifs <;> simp
  rw [h]
  ring

/-- If `e` and `f` are modes with eigenvalue `w`, then so is `e + z f` for every complex `z`. -/
theorem isMode_superpose {D : Matrix n n ℝ} {w : ℂ} {e f : n → ℂ} (he : IsMode D w e)
    (hf : IsMode D w f) (z : ℂ) : IsMode D w (fun i => e i + z * f i) := by
  intro i
  calc ∑ j, (D i j : ℂ) * (e j + z * f j)
      = ∑ j, (D i j : ℂ) * e j + z * ∑ j, (D i j : ℂ) * f j := by
        rw [Finset.mul_sum, ← Finset.sum_add_distrib]
        exact Finset.sum_congr rfl fun j _ => by ring
    _ = w * (e i + z * f i) := by
        rw [he i, hf i]
        ring

/-- An eigenvalue of a real symmetric dynamical matrix is nondegenerate exactly when every real
antisymmetric matrix has vanishing expectation value in all its modes. -/
theorem nondegenerate_iff [DecidableEq n] {D : Matrix n n ℝ} (hD : D.IsSymm) (w : ℂ) :
    Nondegenerate D w ↔
      ∀ e, IsMode D w e → ∀ A : Matrix n n ℝ, A.transpose = -A → expect A e = 0 := by
  refine ⟨fun hw e he A hA => expect_eq_zero hD hw he hA, fun H e f he hf h0 => ?_⟩
  have Q : ∀ g, IsMode D w g → ∀ i j, conj (g i) * g j - conj (g j) * g i = 0 :=
    fun g hg i j => by
      rw [← expect_planeRotation]
      exact H g hg _ (planeRotation_antisymm i j)
  -- polarisation with the superpositions `e + f` and `e + i f`
  have P : ∀ i j, conj (e i) * f j - conj (e j) * f i = 0 := by
    intro i j
    have h1 := Q _ (isMode_superpose he hf 1) i j
    have h2 := Q _ (isMode_superpose he hf Complex.I) i j
    simp only [map_add, map_mul, one_mul, Complex.conj_I] at h1 h2
    have hd : Complex.I * ((conj (e i) * f j - conj (e j) * f i)
        - (conj (f i) * e j - conj (f j) * e i)) = 0 := by
      linear_combination h2 - Q e he i j + Complex.I ^ 2 * Q f hf i j
    have hd' := (mul_eq_zero.mp hd).resolve_left Complex.I_ne_zero
    linear_combination (1 / 2 : ℂ) * (h1 - Q e he i j - Q f hf i j) + (1 / 2 : ℂ) * hd'
  obtain ⟨k, hk⟩ := Function.ne_iff.mp h0
  have hk' : e k ≠ 0 := hk
  have hck : conj (e k) ≠ 0 := fun h => hk' (by simpa using h)
  refine ⟨f k / e k, fun j => ?_⟩
  have h : f j * e k = f k * e j :=
    mul_left_cancel₀ hck (by linear_combination e k * P k j - f k * Q e he k j)
  rw [div_mul_eq_mul_div, eq_div_iff hk']
  exact h

/-- For a real symmetric dynamical matrix, all Cartesian components of the phonon angular momentum
vanish in a mode with nondegenerate eigenvalue. -/
theorem angularMomentum_eq_zero {κ : Type*} [Fintype κ] [DecidableEq κ]
    {D : Matrix (κ × Fin 3) (κ × Fin 3) ℝ} (hD : D.IsSymm) {w : ℂ} (hw : Nondegenerate D w)
    {e : κ × Fin 3 → ℂ} (he : IsMode D w e) (a : Fin 3) : angularMomentum e a = 0 := by
  unfold angularMomentum
  rw [Finset.sum_eq_zero, mul_zero]
  intro k _
  rw [← expect_planeRotation]
  exact expect_eq_zero hD hw he (planeRotation_antisymm _ _)

/-- The vector `(1, i)` is a mode of the 2 by 2 identity, and an antisymmetric matrix has the
expectation value `2i` in it. -/
theorem circular_mode :
    IsMode (1 : Matrix (Fin 2) (Fin 2) ℝ) 1 ![1, Complex.I] ∧
      expect !![0, 1; -1, 0] ![1, Complex.I] = 2 * Complex.I := by
  constructor
  · unfold IsMode
    rw [Fin.forall_fin_two]
    constructor <;> simp [Fin.sum_univ_two, Matrix.one_apply]
  · simp [expect, Fin.sum_univ_two]
    ring

end

end PhononAngularMomentum
```

```lean
#print axioms PhononAngularMomentum.nondegenerate_iff
-- 'PhononAngularMomentum.nondegenerate_iff' depends on axioms: [propext, Classical.choice, Quot.sound]
#print axioms PhononAngularMomentum.angularMomentum_eq_zero
-- 'PhononAngularMomentum.angularMomentum_eq_zero' depends on axioms: [propext, Classical.choice, Quot.sound]
#print axioms PhononAngularMomentum.circular_mode
-- 'PhononAngularMomentum.circular_mode' depends on axioms: [propext, Classical.choice, Quot.sound]
```

## How the Lean proof follows the derivation

`expect_real` proves that $\langle D\rangle_e$ is real. Here `Finset.sum_comm` exchanges the two sums, and `hD.apply i j` supplies the symmetry of $D$. In `eigenvalue_real`, the fact `hS` is the identity $\langle D\rangle_e = w\sum_i |e_i|^2$. The positivity of the sum comes from one nonzero component of $e$, and `mul_right_cancel₀` cancels it from $w^* \sum_i |e_i|^2 = w \sum_i |e_i|^2$. `conj_isMode` then conjugates the secular equation and replaces $w^*$ by $w$.

`expect_eq_zero` is the forward direction. After the case $e = 0$, it applies the nondegeneracy hypothesis to the mode and its conjugate and obtains `c`. The `calc` block exchanges the indices and uses $e_i^* = c\,e_i$ and the antisymmetry of $A$ to reach `expect A e = -expect A e`. The closing `linear_combination` solves this for zero.

Three lemmas prepare the converse. `planeRotation_antisymm` confirms that the test matrices are admissible. `expect_planeRotation` evaluates their expectation values: its auxiliary statement `key` collapses a double sum with two Kronecker deltas to the single term $e_k^* e_l$, and the generator is a difference of two such products. `isMode_superpose` shows that $e + z f$ is a mode for any complex $z$.

In `nondegenerate_iff` the forward direction is a call to `expect_eq_zero`. For the converse, `Q` states $B_{ij}(g,g) = 0$ for every mode $g$ at $w$, and `P` states $B_{ij}(e,f) = 0$. The facts `h1` and `h2` come from the superpositions with $z = 1$ and $z = i$. The difference relation appears in `hd` with a factor of the imaginary unit, which is cancelled to give `hd'`. Half the sum of the two relations is `P`. The last lines choose `k` with $e_k \neq 0$, propose `f k / e k` as the proportionality factor, and obtain $f_j e_k = f_k e_j$ from `P` and `Q` after cancelling $e_k^*$.

`angularMomentum_eq_zero` treats the sum over atoms term by term. It rewrites each term backwards with `expect_planeRotation` and applies `expect_eq_zero`. `circular_mode` checks both components of the secular equation for $(1, i)$ and evaluates the four-term sum for the antisymmetric matrix.
